# Hydrogen 1s: two kinetic energy densities that differ by a quarter of the density's Laplacian and both integrate to 1/2

For the hydrogen orbital $\varphi(r)=e^{-r}/\sqrt{\pi}$ with density $n=\varphi^2$, the gradient form $\varphi'^2/2$ and the Laplacian form $-\varphi\,D\varphi/2$ of the kinetic energy density differ by $Dn/4$, yet both integrate over space to $1/2$ hartree. Here $Df=f''+2f'/r$ is the radial Laplacian and $r>0$. The Laplacian form equals $(1/r-1/2)\,n$, so it is negative for $r>2$, while the gradient form never is.

I can check this with a page of calculus, but I would like to see it made rigorous and machine-checked in Lean 4 with Mathlib, including the integrability of both densities. How would that go?

## Equal totals from different local densities

All of these statements can be proved, and the calculation is no harder for a one-electron atom or ion of nuclear charge $Z>0$, where both totals are $Z^2/2$. Hydrogen is $Z=1$. Kinetic energy densities are ingredients of some density functionals, and this one-electron example shows that two forms with the same total can differ locally even in sign.

Write $\tau_G=f'^2/2$ and $\tau_L=-f\,Df/2$ for a radial orbital $f$, meaning here a real orbital that depends on $r$ alone (an s orbital). The product rule gives $(f^2)'=2ff'$ and $(f^2)''=2f'^2+2ff''$, so

$$
\tfrac14 D(f^2)=\tfrac14\left(2f'^2+2ff''+\frac{4ff'}{r}\right)=\tfrac12 f'^2+\tfrac12 f\,Df=\tau_G-\tau_L .
$$

This holds for any sufficiently differentiable $f$. Now take $\varphi_Z(r)=\sqrt{Z^3/\pi}\,e^{-Zr}$ and $n=\varphi_Z^2$. Since $\varphi_Z'=-Z\varphi_Z$ and $\varphi_Z''=Z^2\varphi_Z$,

$$
D\varphi_Z=\left(Z^2-\frac{2Z}{r}\right)\varphi_Z,\qquad
\tau_G=\frac{Z^2}{2}\,n,\qquad
\tau_L=\left(\frac Zr-\frac{Z^2}{2}\right)n=\frac{Z(2-Zr)}{2r}\,n .
$$

Because $n$, $Z$ and $r$ are positive, $\tau_L<0$ exactly when $r>2/Z$.

The integrals need only the moments $I_k=\int_0^\infty r^k e^{-ar}\,dr$ with $a>0$. Integration by parts gives $I_k=(k/a)I_{k-1}$ for $k\ge1$, and $I_0=1/a$, hence $I_k=k!/a^{k+1}$. With $n=(Z^3/\pi)e^{-2Zr}$ and $a=2Z$,

$$
\begin{aligned}
\int_0^\infty 4\pi r^2\,n\,dr&=4Z^3\cdot\frac{2}{(2Z)^3}=1,\\
\int_0^\infty 4\pi r^2\,\tau_G\,dr&=2Z^5\cdot\frac{2}{(2Z)^3}=\frac{Z^2}{2},\\
\int_0^\infty 4\pi r^2\,\tau_L\,dr&=4Z^4\cdot\frac{1}{(2Z)^2}-2Z^5\cdot\frac{2}{(2Z)^3}=Z^2-\frac{Z^2}{2}=\frac{Z^2}{2}.
\end{aligned}
$$

The two limits in $r$ show how differently the densities behave. As $r\to0$, $\tau_G$ stays finite while $\tau_L$ grows like $Zn/r$; the weight $r^2$ makes this singularity integrable. As $r\to\infty$, the ratio $\tau_L/n$ tends to $-Z^2/2$, the opposite of the constant ratio $\tau_G/n=Z^2/2$.

Here is the complete Lean file.

```lean
import Mathlib

open MeasureTheory Set Real

namespace HydrogenKineticEnergyDensity

noncomputable section

/-- The Laplacian of a spherically symmetric function, `f'' + 2 f' / r`. -/
def radialLaplacian (f : ℝ → ℝ) (r : ℝ) : ℝ := deriv (deriv f) r + 2 * deriv f r / r

/-- The gradient form `φ'² / 2` of the kinetic energy density of a radial orbital. -/
def tauGrad (f : ℝ → ℝ) (r : ℝ) : ℝ := (deriv f r) ^ 2 / 2

/-- The Laplacian form `-φ D φ / 2` of the kinetic energy density of a radial orbital. -/
def tauLap (f : ℝ → ℝ) (r : ℝ) : ℝ := -(f r * radialLaplacian f r) / 2

/-- The radial density `g` is integrable over space, and its integral is `E`. -/
def HasTotal (g : ℝ → ℝ) (E : ℝ) : Prop :=
  IntegrableOn (fun r => 4 * π * r ^ 2 * g r) (Ioi 0) ∧
    ∫ r in Ioi (0 : ℝ), 4 * π * r ^ 2 * g r = E

/-- The 1s orbital of a one-electron atom or ion with nuclear charge `Z`, in atomic units. -/
def orbital (Z r : ℝ) : ℝ := Real.sqrt (Z ^ 3 / π) * Real.exp (-(Z * r))

/-- The hydrogen ground-state orbital `exp(-r) / √π`. -/
def hydrogen1s (r : ℝ) : ℝ := Real.exp (-r) / Real.sqrt π

/-- For any smooth enough radial orbital, the gradient and Laplacian forms of the kinetic
energy density differ by a quarter of the Laplacian of the density. -/
theorem tauGrad_sub_tauLap {f : ℝ → ℝ} {r : ℝ} (hr : 0 < r)
    (hf : ∀ s > 0, DifferentiableAt ℝ f s) (hf' : DifferentiableAt ℝ (deriv f) r) :
    tauGrad f r - tauLap f r = radialLaplacian (fun s => f s ^ 2) r / 4 := by
  have h1 : ∀ s > 0, deriv (fun s => f s ^ 2) s = 2 * f s * deriv f s := by
    intro s hs
    exact (((hf s hs).hasDerivAt.fun_pow 2).congr_deriv (by norm_num)).deriv
  -- the first derivative is known near `r`, so it can be differentiated again
  have h2 : deriv (fun s => f s ^ 2) =ᶠ[nhds r] fun s => 2 * f s * deriv f s := by
    filter_upwards [Ioi_mem_nhds hr] with s hs
    exact h1 s hs
  have h3 := (((hf r hr).hasDerivAt.const_mul 2).fun_mul hf'.hasDerivAt).deriv
  unfold tauGrad tauLap radialLaplacian
  rw [h2.deriv_eq, h3, h1 r hr]
  ring

/-- The 1s orbital decays at the rate `Z`: its slope is `-Z φ`. -/
theorem hasDerivAt_orbital (Z r : ℝ) : HasDerivAt (orbital Z) (-Z * orbital Z r) r := by
  have h : HasDerivAt (fun s : ℝ => -(Z * s)) (-Z) r :=
    ((hasDerivAt_id' r).const_mul Z).fun_neg.congr_deriv (by ring)
  exact (h.exp.const_mul (Real.sqrt (Z ^ 3 / π))).congr_deriv (by unfold orbital; ring)

theorem deriv_orbital (Z : ℝ) : deriv (orbital Z) = fun r => -Z * orbital Z r :=
  funext fun r => (hasDerivAt_orbital Z r).deriv

/-- The Laplacian form of the 1s kinetic energy density is `(Z / r - Z² / 2) n`, written
over a common denominator. -/
theorem tauLap_orbital (Z : ℝ) {r : ℝ} (hr : 0 < r) :
    tauLap (orbital Z) r = Z * (2 - Z * r) / (2 * r) * orbital Z r ^ 2 := by
  have h := ((hasDerivAt_orbital Z r).const_mul (-Z)).deriv
  unfold tauLap radialLaplacian
  rw [deriv_orbital, h]
  beta_reduce
  generalize orbital Z r = p
  field_simp
  ring

/-- The Laplacian form of the 1s kinetic energy density is negative exactly beyond the
radius `2 / Z`. -/
theorem tauLap_orbital_neg_iff {Z r : ℝ} (hZ : 0 < Z) (hr : 0 < r) :
    tauLap (orbital Z) r < 0 ↔ 2 / Z < r := by
  have hn : 0 < orbital Z r ^ 2 := by unfold orbital; positivity
  rw [tauLap_orbital Z hr, div_lt_iff₀ hZ]
  constructor
  · intro h
    by_contra hc
    have h0 : 0 ≤ 2 - Z * r := by linarith [not_lt.mp hc]
    have := mul_nonneg (div_nonneg (mul_nonneg hZ.le h0) (by positivity : 0 ≤ 2 * r)) hn.le
    linarith
  · intro h
    exact mul_neg_of_neg_of_pos (div_neg_of_neg_of_pos
      (mul_neg_of_pos_of_neg hZ (by linarith)) (by positivity)) hn

/-- The radial moments of an exponential: `r^k exp(-a r)` is integrable on `r > 0` with
integral `k! / a^(k+1)`. -/
theorem exponential_moment (k : ℕ) {a : ℝ} (ha : 0 < a) :
    IntegrableOn (fun r : ℝ => r ^ k * Real.exp (-(a * r))) (Ioi 0) ∧
      ∫ r in Ioi (0 : ℝ), r ^ k * Real.exp (-(a * r)) = (k.factorial : ℝ) / a ^ (k + 1) := by
  have h := Real.integral_rpow_mul_exp_neg_mul_Ioi (a := (k : ℝ) + 1) (r := a)
    (by positivity) ha
  have hp : (1 / a) ^ ((k : ℝ) + 1) = (1 / a) ^ (k + 1) := by
    exact_mod_cast Real.rpow_natCast (1 / a) (k + 1)
  simp only [add_sub_cancel_right, Real.rpow_natCast, Real.Gamma_nat_eq_factorial] at h
  have e : ∫ r in Ioi (0 : ℝ), r ^ k * Real.exp (-(a * r))
      = (k.factorial : ℝ) / a ^ (k + 1) := by
    rw [h, hp, one_div, inv_pow, div_eq_mul_inv, mul_comm]
  have hpos : 0 < (k.factorial : ℝ) / a ^ (k + 1) :=
    div_pos (by exact_mod_cast k.factorial_pos) (pow_pos ha _)
  refine ⟨?_, e⟩
  -- a non-integrable function would have integral zero
  by_contra hn
  exact absurd (e.symm.trans (integral_undef hn)) hpos.ne'

/-- A density whose radial distribution is `(A r + B r²) exp(-a r)` integrates over space
to `A / a² + 2 B / a³`. -/
theorem hasTotal_of_moments {g : ℝ → ℝ} {a : ℝ} (A B : ℝ) (ha : 0 < a)
    (hg : ∀ r > 0, 4 * π * r ^ 2 * g r =
      A * (r ^ 1 * Real.exp (-(a * r))) + B * (r ^ 2 * Real.exp (-(a * r)))) :
    HasTotal g (A / a ^ 2 + 2 * B / a ^ 3) := by
  obtain ⟨i1, e1⟩ := exponential_moment 1 ha
  obtain ⟨i2, e2⟩ := exponential_moment 2 ha
  have j1 : Integrable (fun r : ℝ => A * (r ^ 1 * Real.exp (-(a * r))))
      (volume.restrict (Ioi 0)) := Integrable.const_mul i1 A
  have j2 : Integrable (fun r : ℝ => B * (r ^ 2 * Real.exp (-(a * r))))
      (volume.restrict (Ioi 0)) := Integrable.const_mul i2 B
  constructor
  · exact IntegrableOn.congr_fun (j1.add j2) (fun r hr => (hg r hr).symm) measurableSet_Ioi
  · have e : ∫ r in Ioi (0 : ℝ), 4 * π * r ^ 2 * g r = ∫ r in Ioi (0 : ℝ),
        (A * (r ^ 1 * Real.exp (-(a * r))) + B * (r ^ 2 * Real.exp (-(a * r)))) :=
      setIntegral_congr_fun measurableSet_Ioi (fun r hr => hg r hr)
    rw [e, integral_add j1 j2, integral_const_mul, integral_const_mul, e1, e2,
      Nat.factorial_one, Nat.factorial_two]
    push_cast
    ring

/-- The 1s density is normalised to one electron, and both forms of its kinetic energy
density integrate over space to `Z² / 2`. -/
theorem orbital_totals {Z : ℝ} (hZ : 0 < Z) :
    HasTotal (fun r => orbital Z r ^ 2) 1 ∧
      HasTotal (tauGrad (orbital Z)) (Z ^ 2 / 2) ∧
      HasTotal (tauLap (orbital Z)) (Z ^ 2 / 2) := by
  have hπ : π ≠ 0 := Real.pi_pos.ne'
  have ha : 0 < 2 * Z := by positivity
  have hn : ∀ r, orbital Z r ^ 2 = Z ^ 3 / π * Real.exp (-(2 * Z * r)) := by
    intro r
    have hexp : Real.exp (-(Z * r)) ^ 2 = Real.exp (-(2 * Z * r)) := by
      rw [sq, ← Real.exp_add]
      congr 1
      ring
    rw [orbital, mul_pow, Real.sq_sqrt (by positivity), hexp]
  refine ⟨?_, ?_, ?_⟩
  · have h := hasTotal_of_moments (g := fun r => orbital Z r ^ 2) 0 (4 * Z ^ 3) ha (by
      intro r hr
      simp only [hn]
      generalize Real.exp (-(2 * Z * r)) = e
      field_simp
      ring)
    have e : 0 / (2 * Z) ^ 2 + 2 * (4 * Z ^ 3) / (2 * Z) ^ 3 = 1 := by
      field_simp
      ring
    rwa [e] at h
  · have h := hasTotal_of_moments (g := tauGrad (orbital Z)) 0 (2 * Z ^ 5) ha (by
      intro r hr
      simp only [tauGrad, deriv_orbital, mul_pow, hn]
      generalize Real.exp (-(2 * Z * r)) = e
      field_simp
      ring)
    have e : 0 / (2 * Z) ^ 2 + 2 * (2 * Z ^ 5) / (2 * Z) ^ 3 = Z ^ 2 / 2 := by
      field_simp
      ring
    rwa [e] at h
  · have h := hasTotal_of_moments (g := tauLap (orbital Z)) (4 * Z ^ 4) (-2 * Z ^ 5) ha (by
      intro r hr
      have hr0 : r ≠ 0 := ne_of_gt hr
      rw [tauLap_orbital Z hr, hn]
      generalize Real.exp (-(2 * Z * r)) = e
      field_simp
      ring)
    have e : 4 * Z ^ 4 / (2 * Z) ^ 2 + 2 * (-2 * Z ^ 5) / (2 * Z) ^ 3 = Z ^ 2 / 2 := by
      field_simp
      ring
    rwa [e] at h

/-- For hydrogen the two kinetic energy densities differ by `D n / 4`; the Laplacian form is
`(1/r - 1/2) n`, negative exactly for `r > 2`; and both integrate over space to `1/2`. -/
theorem hydrogen_kinetic_energy_densities :
    (∀ r > 0,
      tauGrad hydrogen1s r - tauLap hydrogen1s r
        = radialLaplacian (fun s => hydrogen1s s ^ 2) r / 4 ∧
      tauLap hydrogen1s r = (1 / r - 1 / 2) * hydrogen1s r ^ 2 ∧
      (tauLap hydrogen1s r < 0 ↔ 2 < r)) ∧
    HasTotal (tauGrad hydrogen1s) (1 / 2) ∧ HasTotal (tauLap hydrogen1s) (1 / 2) := by
  -- hydrogen is the case of unit nuclear charge
  have h1 : hydrogen1s = orbital 1 := by
    funext r
    simp only [hydrogen1s, orbital, one_pow, one_mul, one_div, Real.sqrt_inv]
    ring
  rw [h1]
  obtain ⟨-, hG, hL⟩ := orbital_totals one_pos
  refine ⟨fun r hr => ⟨?_, ?_, ?_⟩, by simpa using hG, by simpa using hL⟩
  · refine tauGrad_sub_tauLap hr (fun s _ => (hasDerivAt_orbital 1 s).differentiableAt) ?_
    rw [deriv_orbital]
    exact ((hasDerivAt_orbital 1 r).const_mul (-1)).differentiableAt
  · have hr0 : r ≠ 0 := ne_of_gt hr
    have hc : 1 * (2 - 1 * r) / (2 * r) = 1 / r - 1 / 2 := by
      field_simp
    rw [tauLap_orbital 1 hr, hc]
  · have h := tauLap_orbital_neg_iff one_pos hr
    rwa [div_one] at h

end

end HydrogenKineticEnergyDensity
```

```lean
#print axioms HydrogenKineticEnergyDensity.hydrogen_kinetic_energy_densities
```

```
'HydrogenKineticEnergyDensity.hydrogen_kinetic_energy_densities' depends on axioms: [propext, Classical.choice, Quot.sound]
```

## What the Lean theorem says about hydrogen

The final theorem, `hydrogen_kinetic_energy_densities`, has a local part and a global part. The local part says that at every $r>0$ the two densities differ by $Dn/4$, that the Laplacian form is $(1/r-1/2)n$, and that it is negative if and only if $r>2$. The global part says that both densities are integrable with weight $4\pi r^2$ and have integral $1/2$.

The definitions correspond to the physics as follows:

- `hydrogen1s` is $\varphi$, and `orbital Z` is $\varphi_Z$. The density $n$ has no name of its own; it appears as the square of the orbital.
- `radialLaplacian` is $D$, built from Mathlib's derivative `deriv`.
- `tauGrad` and `tauLap` are $\tau_G$ and $\tau_L$. They accept any real function of $r$, so the local identity can be stated for a general radial orbital.
- `HasTotal g E` says that $4\pi r^2 g(r)$ is integrable on $r>0$ and that its integral is $E$. The set `Ioi 0` is the open half-line $r>0$.

The units are Hartree atomic units, and the orbital is real and singly occupied. The model is a nonrelativistic electron around a fixed point nucleus. The three-dimensional Laplacian and volume integral enter already reduced to their radial forms, and the orbital is given explicitly instead of being derived from the Schrödinger equation. Equality of the totals is established for the exponential orbitals only, whereas the local identity `tauGrad_sub_tauLap` covers every $f$ that is differentiable on $r>0$ and whose derivative is differentiable at the point considered.

The condition $r>0$ matters because Lean's `hydrogen1s` is a function on the whole real line. At $r=-1$ the same formulas give $D\varphi=3\varphi$ and $\tau_L=-3e^2/(2\pi)<0$, although $-1$ is not greater than $2$. Without the condition, the equivalence "negative if and only if $r>2$" would be false.

## From the product rule to the two integrals

**The local identity.** In `tauGrad_sub_tauLap`, `h1` is the first derivative $(f^2)'=2ff'$ at every positive radius. Differentiating again at $r$ requires this formula in a neighbourhood of $r$, not just at the point; `h2` supplies it, since all points near a positive $r$ are positive. Then `h3` applies the product rule to $2ff'$, and `ring` collects the terms as in the first display above.

**The exponential orbital.** `hasDerivAt_orbital` proves $\varphi_Z'=-Z\varphi_Z$, and `deriv_orbital` turns this into an equality of functions, which can be differentiated once more. In `tauLap_orbital` the value $\varphi_Z(r)$ is replaced by a plain variable `p`. What remains is an algebraic identity in $Z$, $r$ and $p$, which `field_simp` and `ring` settle.

**The sign.** `tauLap_orbital_neg_iff` uses the positivity of $n$. If $\tau_L<0$ but $Zr\le2$, every factor of $\tau_L$ would be nonnegative, a contradiction. Conversely, $Zr>2$ makes exactly one factor negative.

**The moments.** `exponential_moment` takes the value $k!/a^{k+1}$ from Mathlib's Gamma-function integral in place of the integration by parts. Integrability then follows by contradiction: Lean gives a non-integrable function the integral zero, but this integral is positive.

`hasTotal_of_moments` combines the first and second moments. If $4\pi r^2g(r)=(Ar+Br^2)e^{-ar}$ for $r>0$, then $g$ has the total $A/a^2+2B/a^3$. In `orbital_totals` this is used three times with $a=2Z$:

| Density | $A$ | $B$ | Total |
|---|---|---|---|
| $n$ | $0$ | $4Z^3$ | $1$ |
| $\tau_G$ | $0$ | $2Z^5$ | $Z^2/2$ |
| $\tau_L$ | $4Z^4$ | $-2Z^5$ | $Z^2/2$ |

Each use first checks that the density has the required exponential form, which rests on $n=(Z^3/\pi)e^{-2Zr}$ (`hn` in the code), and then simplifies the total.

**Hydrogen.** The final proof begins by showing `hydrogen1s = orbital 1`. The general results at $Z=1$ then give each part of the theorem, with the fraction $(2-r)/(2r)$ rewritten as $1/r-1/2$.
